# The ring-sum integrand log(1 + x) − x is asymptotic to −x²/2 as x → 0

In the random-phase approximation for the electron gas, the ring diagrams give a correlation energy whose integrand at momentum q and imaginary frequency iω is proportional to log(1 + x) − x. Here x = −v(q)χ₀(q, iω), where v is the Coulomb interaction and χ₀ the density response of the noninteracting gas. The lemma treats x as a single real variable and says that the ratio of log(1 + x) − x to −x²/2 tends to 1 as x tends to 0 through nonzero values. It says nothing about the integrated energy: in three dimensions the second-order term alone gives an integral that diverges at small q. The proof bounds the Taylor remainder of the logarithm by |x|³/(1 − |x|), which is at most 2|x|³ when |x| < 1/2. The ratio then differs from 1 by at most 4|x|, and a squeeze argument gives the limit.

Lean 4 with Mathlib refuses this proof:

```lean
import Mathlib

open Filter Topology Bornology

namespace ElectronGasTail

noncomputable section

/-- For small coupling `x` the ring sum `log (1 + x) - x` approaches its second-order
term `-x ^ 2 / 2` in ratio. -/
theorem ring_sum_ratio :
    Tendsto (fun x : ℝ => (Real.log (1 + x) - x) / (-x ^ 2 / 2)) (𝓝[≠] 0) (𝓝 1) := by
  rw [tendsto_iff_norm_sub_tendsto_zero]
  have h0 : Tendsto (fun x : ℝ => 4 * |x|) (𝓝[≠] 0) (𝓝 0) := by
    have c : Continuous fun x : ℝ => 4 * |x| := by fun_prop
    simpa using (c.tendsto 0).mono_left nhdsWithin_le_nhds
  refine squeeze_zero' (Eventually.of_forall fun x => norm_nonneg _) ?_ h0
  filter_upwards [self_mem_nhdsWithin, h0.eventually_lt_const (show (0 : ℝ) < 2 by norm_num)]
    with x hx hs
  have hx0 : x ≠ 0 := hx
  have hx1 : |x| < 1 / 2 := by linarith
  -- Taylor remainder of the logarithm after second order
  have b := Real.abs_log_sub_add_sum_range_le (x := -x) (by rw [abs_neg]; linarith) 2
  have e : (∑ i ∈ Finset.range 2, (-x) ^ (i + 1) / ((i : ℝ) + 1)) + Real.log (1 - -x)
      = Real.log (1 + x) - x + x ^ 2 / 2 := by
    simp only [Finset.sum_range_succ, Finset.sum_range_zero, sub_neg_eq_add]
    push_cast
    ring
  rw [e, abs_neg] at b
  have b2 : |x| ^ (2 + 1) / (1 - |x|) ≤ 2 * |x| ^ 3 := by
    rw [div_le_iff₀ (by linarith)]
    nlinarith [mul_nonneg (pow_nonneg (abs_nonneg x) 3)
      (show (0 : ℝ) ≤ 1 - 2 * |x| by linarith)]
  have e2 : (Real.log (1 + x) - x) / (-x ^ 2 / 2) - 1
      = (-2) * (Real.log (1 + x) - x + x ^ 2 / 2) / x ^ 2 := by
    field_simp
    ring
  have e3 : 4 * |x| * x ^ 2 = 4 * |x| ^ 3 := by
    rw [← sq_abs x]
    ring
  rw [e2, Real.norm_eq_abs, abs_div, abs_mul, abs_of_nonneg (sq_nonneg x),
    div_le_iff₀ (by positivity), e3, show |(-2 : ℝ)| = 2 by norm_num]
  linarith

end

end ElectronGasTail
```

Messages:

```
Main.lean:32:4: error: linarith failed to find a contradiction
h0 : Tendsto (fun x => 4 * |x|) (𝓝[≠] 0) (𝓝 0)
x : ℝ
hx : x ∈ {0}ᶜ
hs : 4 * |x| < 2
hx0 : x ≠ 0
hx1 : |x| < 1 / 2
b : |Real.log (1 + x) - x + x ^ 2 / 2| ≤ |x| ^ (2 + 1) / (1 - |x|)
e : ∑ i ∈ Finset.range 2, (-x) ^ (i + 1) / (↑i + 1) + Real.log (1 - -x) = Real.log (1 + x) - x + x ^ 2 / 2
a✝ : 2 * |x| ^ 3 * (1 - |x|) < |x| ^ (2 + 1)
⊢ False
failed
```

The error comes from the `nlinarith` call in `b2`, which has to show `|x| ^ (2 + 1) ≤ 2 * |x| ^ 3 * (1 - |x|)`. The inequality is true, and the supplied hint, that `|x| ^ 3 * (1 - 2 * |x|)` is nonnegative, is exactly what it needs. The obstacle is the exponent `2 + 1`, still unevaluated in the message's negated goal. When `linarith`, on which `nlinarith` relies, reads the inequalities, it expands a power only if the exponent is a numeral. It therefore treats `|x| ^ (2 + 1)` as an unknown quantity unrelated to `|x| ^ 3`, and the hint cannot close the goal.

The repair keeps the hint, now named `p`, and leaves the algebra to `ring`, which does evaluate `2 + 1`. The equation `d` shows that the right side of the goal minus the left is exactly the product in `p`. That difference is therefore nonnegative, and `sub_nonneg.mp` turns this into the required inequality.

As a diff, the version that Lean accepts:

```diff
@@ -30,6 +30,9 @@
   have b2 : |x| ^ (2 + 1) / (1 - |x|) ≤ 2 * |x| ^ 3 := by
     rw [div_le_iff₀ (by linarith)]
-    nlinarith [mul_nonneg (pow_nonneg (abs_nonneg x) 3)
-      (show (0 : ℝ) ≤ 1 - 2 * |x| by linarith)]
+    have p : 0 ≤ |x| ^ 3 * (1 - 2 * |x|) :=
+      mul_nonneg (pow_nonneg (abs_nonneg x) 3) (by linarith)
+    have d : 2 * |x| ^ 3 * (1 - |x|) - |x| ^ (2 + 1) = |x| ^ 3 * (1 - 2 * |x|) := by
+      ring
+    exact sub_nonneg.mp (le_of_le_of_eq p d.symm)
   have e2 : (Real.log (1 + x) - x) / (-x ^ 2 / 2) - 1
       = (-2) * (Real.log (1 + x) - x + x ^ 2 / 2) / x ^ 2 := by
```
